# A unitary that reverses the sign of a Hermitian matrix bounds its nonbonding orbitals from below by |tr U|

In a four-membered ring with only equal, nonzero nearest-neighbour hopping, each sublattice has two sites. The sublattice imbalance is zero, so it does not by itself guarantee any nonbonding orbitals, yet the ring has two. A trace bound that also admits site permutations accounts for both.

Let $H$ be a Hermitian $n\times n$ matrix and $U$ a unitary matrix with $UH=-HU$. Then $|\mathrm{tr}\,U|\le\dim\ker H$. For non-interacting electrons in a finite Hückel or tight-binding model, this gives a minimum number of zero-energy orbitals without diagonalisation.

In Lean 4 with Mathlib:

```lean
import Mathlib

open Matrix

namespace AnticommutingSymmetry

noncomputable section

variable {n : Type*} [Fintype n] [DecidableEq n]
```

The finite type `n` labels the sites, whose orbitals are taken as orthonormal. Energies are measured from the nonbonding level, so `nonbonding H` is the dimension of the kernel, counting spatial orbitals.

```lean
/-- The number of nonbonding orbitals of `H`: the dimension of its zero-energy space. -/
def nonbonding (H : Matrix n n ℂ) : ℕ :=
  Module.finrank ℂ (LinearMap.ker H.mulVecLin)
```

A permutation $\sigma$ with site factors $c_j$ gives the operation $P e_j=c_j e_{\sigma(j)}$, where $e_j$ is the orbital on site $j$.

```lean
/-- The operation that moves the orbital on site `j` to site `σ j` and multiplies it by `c j`. -/
def phasePerm (σ : Equiv.Perm n) (c : n → ℂ) : Matrix n n ℂ :=
  Matrix.of fun i j => if i = σ j then c j else 0
```

## Hermitian H: an orthonormal set of orbitals

Hermiticity means real orbital energies $d_i$ and orthonormal orbitals, the columns of a unitary $V$. With $D=\mathrm{diag}(d_i)$ we have $H=VDV^\dagger$. Then $Hx=0$ exactly when $DV^\dagger x=0$, so $\dim\ker H$ is the number of vanishing $d_i$.

`exists_orbitals` takes $V$ and $d$ from the spectral theorem and obtains the count from rank–nullity, the rank being the number of nonzero energies.

```lean
/-- A Hermitian matrix is diagonalised by a unitary matrix with real orbital energies `d`, and
its nonbonding orbitals are counted by the vanishing energies. -/
theorem exists_orbitals {H : Matrix n n ℂ} (hH : H.IsHermitian) :
    ∃ V ∈ unitaryGroup n ℂ, ∃ d : n → ℝ,
      H = V * diagonal (fun i => (d i : ℂ)) * star V ∧
      nonbonding H = Fintype.card {i // d i = 0} := by
  refine ⟨hH.eigenvectorUnitary, hH.eigenvectorUnitary.2, hH.eigenvalues, ?_, ?_⟩
  · have h := hH.spectral_theorem
    rw [Unitary.conjStarAlgAut_apply] at h
    exact h
  · -- rank-nullity, with the rank counted by the nonzero energies
    have h1 := LinearMap.finrank_range_add_finrank_ker H.mulVecLin
    have h2 : Module.finrank ℂ (LinearMap.range H.mulVecLin)
        = Fintype.card {i // hH.eigenvalues i ≠ 0} := hH.rank_eq_card_non_zero_eigs
    have h3 : Fintype.card {i // hH.eigenvalues i ≠ 0}
        = Fintype.card n - Fintype.card {i // hH.eigenvalues i = 0} :=
      Fintype.card_subtype_compl _
    have h4 := Fintype.card_subtype_le (fun i => hH.eigenvalues i = 0)
    rw [Module.finrank_fintype_fun_eq_card] at h1
    unfold nonbonding
    omega
```

Without Hermiticity this argument fails: $\begin{pmatrix}0&1\\0&0\end{pmatrix}$ has no eigenbasis, and its zero eigenvalue is double while its kernel has dimension one. That is a failure of the method, not a counterexample to the inequality.

## UH = −HU: no trace from orbitals of nonzero energy

Physically, $U$ carries an orbital of energy $d$ to one of energy $-d$. Put $W=V^\dagger UV$. Then

$$WD=V^\dagger UHV=-V^\dagger HUV=-DW.$$

The $i$-th diagonal element reads $W_{ii}d_i=-d_iW_{ii}$, so $W_{ii}=0$ whenever $d_i\ne0$. This last step is `diag_eq_zero`; the relation for $W$ is `hanti` in the main proof.

```lean
/-- An operation that anticommutes with a diagonal matrix of orbital energies has zero diagonal
element on every orbital of nonzero energy. -/
theorem diag_eq_zero {W : Matrix n n ℂ} {d : n → ℝ}
    (h : W * diagonal (fun i => (d i : ℂ)) = -(diagonal (fun i => (d i : ℂ)) * W))
    {i : n} (hi : d i ≠ 0) : W i i = 0 := by
  have h1 := congrFun (congrFun h i) i
  rw [Matrix.neg_apply, Matrix.mul_diagonal, Matrix.diagonal_mul] at h1
  have h2 : (d i : ℂ) * W i i = 0 := by linear_combination h1 / 2
  exact (mul_eq_zero.1 h2).resolve_left (by exact_mod_cast hi)
```

Without anticommutation the bound fails: $H=(1)$ and $U=(1)$ give trace 1 and no nonbonding orbital.

## Unitary U: each orbital contributes at most one

A unitary operation preserves normalisation. Since $W$ is unitary too, each of its columns has norm one, so $|W_{ii}|\le1$. Cyclicity gives $\mathrm{tr}\,U=\mathrm{tr}\,W$, hence

$$|\mathrm{tr}\,U|\le\sum_{i:\,d_i=0}|W_{ii}|\le\dim\ker H.$$

In the proof, `htr` is the trace identity, `hb` bounds each diagonal element, and the final `calc` adds them up.

```lean
/-- If a unitary operation `U` reverses the sign of a Hermitian `H`, then `H` has at least
`|tr U|` nonbonding orbitals. -/
theorem norm_trace_le_nonbonding {H U : Matrix n n ℂ} (hH : H.IsHermitian)
    (hU : U ∈ unitaryGroup n ℂ) (h : U * H = -(H * U)) :
    ‖U.trace‖ ≤ nonbonding H := by
  obtain ⟨V, hV, d, hd, hcard⟩ := exists_orbitals hH
  have hV1 : star V * V = 1 := mem_unitaryGroup_iff'.1 hV
  have hV2 : V * star V = 1 := mem_unitaryGroup_iff.1 hV
  have hVs : star V ∈ unitaryGroup n ℂ :=
    mem_unitaryGroup_iff.2 (by rw [star_star]; exact hV1)
  have hW : star V * U * V ∈ unitaryGroup n ℂ := mul_mem (mul_mem hVs hU) hV
  have h1 : H * V = V * diagonal (fun i => (d i : ℂ)) := by
    rw [hd, mul_assoc, hV1, mul_one]
  have h2 : star V * H = diagonal (fun i => (d i : ℂ)) * star V := by
    rw [hd, mul_assoc V, ← mul_assoc (star V), hV1, one_mul]
  -- the anticommutation relation in the orbital basis
  have hanti : star V * U * V * diagonal (fun i => (d i : ℂ))
      = -(diagonal (fun i => (d i : ℂ)) * (star V * U * V)) := by
    calc star V * U * V * diagonal (fun i => (d i : ℂ))
        = star V * U * (V * diagonal (fun i => (d i : ℂ))) := by rw [mul_assoc]
      _ = star V * (U * H) * V := by rw [← h1]; simp only [mul_assoc]
      _ = -(star V * H * U * V) := by
          rw [h]; simp only [mul_neg, neg_mul, mul_assoc]
      _ = -(diagonal (fun i => (d i : ℂ)) * (star V * U * V)) := by
          rw [h2]; simp only [mul_assoc]
  have htr : U.trace = (star V * U * V).trace := by
    rw [Matrix.trace_mul_cycle, hV2, one_mul]
  -- only zero-energy orbitals contribute, each by at most one
  have hb : ∀ i, ‖(star V * U * V) i i‖ ≤ if d i = 0 then (1 : ℝ) else 0 := by
    intro i
    split_ifs with hi
    · exact entry_norm_bound_of_unitary hW i i
    · rw [diag_eq_zero hanti hi, norm_zero]
  calc ‖U.trace‖ = ‖∑ i, (star V * U * V) i i‖ := by rw [htr]; rfl
    _ ≤ ∑ i, ‖(star V * U * V) i i‖ := norm_sum_le _ _
    _ ≤ ∑ i, (if d i = 0 then (1 : ℝ) else 0) := Finset.sum_le_sum fun i _ => hb i
    _ = nonbonding H := by rw [hcard, Fintype.card_subtype, Finset.sum_boole]
```

On a single site with $H=0$, every phase $U=(e^{i\theta})$ gives equality, $1=1$. Replacing it by the non-unitary $U=(2)$ breaks the bound.

## Phases of modulus one

For a phased permutation, unitarity reduces to $|c_i|=1$, because $(P^\dagger P)_{ij}=\delta_{ij}|c_i|^2$. The single site with $c=2$ shows again what is lost otherwise.

```lean
/-- A site permutation combined with phases of modulus one is unitary. -/
theorem phasePerm_mem (σ : Equiv.Perm n) {c : n → ℂ} (hc : ∀ i, ‖c i‖ = 1) :
    phasePerm σ c ∈ unitaryGroup n ℂ := by
  rw [mem_unitaryGroup_iff']
  ext i j
  have h1 : star (c i) * c i = 1 := by
    have h := Complex.conj_mul' (c i)
    rw [hc i] at h
    simpa using h
  rw [Matrix.mul_apply, Finset.sum_eq_single (σ i)]
  · by_cases hij : i = j
    · subst hij
      simpa [phasePerm, Matrix.star_apply] using h1
    · simp [phasePerm, Matrix.star_apply, hij]
  · intro k _ hk
    simp [phasePerm, Matrix.star_apply, hk]
  · simp
```

A diagonal element of $P$ survives only where $\sigma(i)=i$, so the trace is the sum of the phases on fixed sites.

```lean
/-- The trace of a phased site permutation is the sum of the phases on the fixed sites. -/
theorem phasePerm_trace (σ : Equiv.Perm n) (c : n → ℂ) :
    (phasePerm σ c).trace = ∑ i with σ i = i, c i := by
  rw [Finset.sum_filter]
  simp only [Matrix.trace, Matrix.diag_apply, phasePerm, Matrix.of_apply]
  exact Finset.sum_congr rfl fun i _ => by simp only [eq_comm]
```

## Sign reversal of every matrix element

The hypothesis $c_iH_{ij}=-H_{\sigma(i)\sigma(j)}c_j$ says that the phased permutation reverses every hopping and on-site energy. The two sides are $(PH)_{\sigma(i)j}$ and $-(HP)_{\sigma(i)j}$. Every row has the form $\sigma(i)$, which is the surjectivity step in the proof.

```lean
/-- A phased site permutation anticommutes with `H` if it reverses the sign of every matrix
element. -/
theorem phasePerm_anticomm {H : Matrix n n ℂ} {σ : Equiv.Perm n} {c : n → ℂ}
    (h : ∀ i j, c i * H i j = -(H (σ i) (σ j) * c j)) :
    phasePerm σ c * H = -(H * phasePerm σ c) := by
  ext a j
  obtain ⟨i, rfl⟩ := σ.surjective a
  simpa [Matrix.mul_apply, phasePerm] using h i j
```

The main theorem now applies.

```lean
/-- If a site permutation with phases of modulus one reverses the sign of every element of a
Hermitian `H`, then `H` has at least as many nonbonding orbitals as the modulus of the sum of the
phases over the fixed sites. -/
theorem fixed_sites_le_nonbonding {H : Matrix n n ℂ} (hH : H.IsHermitian)
    {σ : Equiv.Perm n} {c : n → ℂ} (hc : ∀ i, ‖c i‖ = 1)
    (h : ∀ i j, c i * H i j = -(H (σ i) (σ j) * c j)) :
    ‖∑ i with σ i = i, c i‖ ≤ nonbonding H := by
  rw [← phasePerm_trace]
  exact norm_trace_le_nonbonding hH (phasePerm_mem σ hc) (phasePerm_anticomm h)
```

For $\sigma=1$ and $c_i=\pm1$ the hypothesis becomes $(c_i+c_j)H_{ij}=0$: no hopping within a sublattice and no on-site energy. The bound is then the sublattice imbalance $|N_A-N_B|$, where $N_A$ and $N_B$ are the numbers of sites with each sign. An on-site energy on a fixed site violates the hypothesis.

## Nonzero hopping in the four-membered ring

Number the sites 0 to 3 and let $\beta$ be the real hopping.

```lean
/-- The four-membered ring with real nearest-neighbour hopping `β`. -/
def squareRing (β : ℝ) : Matrix (Fin 4) (Fin 4) ℂ :=
  !![0, β, 0, β; β, 0, β, 0; 0, β, 0, β; β, 0, β, 0]
```

The mirror exchanging sites 1 and 3, with signs $(1,-1,1,-1)$, satisfies all the hypotheses, as a check of the entries shows.

```lean
/-- The four-membered ring is Hermitian, and the mirror exchanging sites 1 and 3, combined with
alternating signs, reverses the sign of all its matrix elements. -/
theorem squareRing_witness (β : ℝ) :
    (squareRing β).IsHermitian ∧ (∀ i, ‖(![1, -1, 1, -1] : Fin 4 → ℂ) i‖ = 1) ∧
    ∀ i j, (![1, -1, 1, -1] : Fin 4 → ℂ) i * squareRing β i j
      = -(squareRing β (Equiv.swap 1 3 i) (Equiv.swap 1 3 j)
          * (![1, -1, 1, -1] : Fin 4 → ℂ) j) := by
  refine ⟨?_, ?_, ?_⟩
  · ext i j
    fin_cases i <;> fin_cases j <;> simp [squareRing]
  · intro i
    fin_cases i <;> simp
  · intro i j
    fin_cases i <;> fin_cases j <;> simp [squareRing, Equiv.swap_apply_def]
```

It fixes sites 0 and 2, so there are at least $|1+1|=2$ nonbonding orbitals. Conversely, rows 0 and 1 of $Hx=0$ read $\beta(x_1+x_3)=0$ and $\beta(x_0+x_2)=0$. For $\beta\ne0$, the amplitudes $x_0,x_1$ determine the rest, so there are at most two. The injective map `f` expresses this. At $\beta=0$ all four orbitals are nonbonding.

```lean
/-- The four-membered ring with nonzero hopping has exactly two nonbonding orbitals. -/
theorem squareRing_nonbonding {β : ℝ} (hβ : β ≠ 0) : nonbonding (squareRing β) = 2 := by
  have hb : (β : ℂ) ≠ 0 := by exact_mod_cast hβ
  apply le_antisymm
  · -- a nonbonding orbital is fixed by its amplitudes on sites 0 and 1
    let f : LinearMap.ker (squareRing β).mulVecLin →ₗ[ℂ] (Fin 2 → ℂ) :=
      (LinearMap.funLeft ℂ ℂ ![(0 : Fin 4), 1]).comp (Submodule.subtype _)
    have hf : Function.Injective f := by
      rw [injective_iff_map_eq_zero]
      rintro ⟨x, hx⟩ h0
      have x0 : x 0 = 0 := congrFun h0 0
      have x1 : x 1 = 0 := congrFun h0 1
      have hx' : squareRing β *ᵥ x = 0 := hx
      have r0 := congrFun hx' 0
      have r1 := congrFun hx' 1
      simp [squareRing, Matrix.mulVec, dotProduct, Fin.sum_univ_four, x0, x1, hβ] at r0 r1
      apply Subtype.ext
      funext i
      fin_cases i
      · exact x0
      · exact x1
      · exact r1
      · exact r0
    have h := LinearMap.finrank_le_finrank_of_injective hf
    rw [Module.finrank_fintype_fun_eq_card, Fintype.card_fin] at h
    exact h
  · -- the mirror fixes sites 0 and 2, which carry equal signs
    obtain ⟨hH, hc, h⟩ := squareRing_witness β
    have hle := fixed_sites_le_nonbonding hH hc h
    have hs : (Finset.univ.filter fun i : Fin 4 => Equiv.swap 1 3 i = i) = {0, 2} := by decide
    have hsum : ∑ i ∈ ({0, 2} : Finset (Fin 4)), (![1, -1, 1, -1] : Fin 4 → ℂ) i = 2 := by
      rw [Finset.sum_pair (by decide)]
      simp
      norm_num
    rw [hs, hsum, Complex.norm_ofNat] at hle
    exact_mod_cast hle

end

end AnticommutingSymmetry
```

Take $\beta=-1$. The energies are $-2,0,0,2$, with nonbonding orbitals $(1,0,-1,0)/\sqrt2$ and $(0,1,0,-1)/\sqrt2$. The signed mirror leaves both unchanged, contributing $1+1$ to the trace. It exchanges $(1,1,1,1)/2$ and $(1,-1,1,-1)/2$, at energies $-2$ and $2$, which contribute nothing.

```lean
#print axioms AnticommutingSymmetry.norm_trace_le_nonbonding
#print axioms AnticommutingSymmetry.squareRing_nonbonding
```

```
'AnticommutingSymmetry.norm_trace_le_nonbonding' depends on axioms: [propext, Classical.choice, Quot.sound]
'AnticommutingSymmetry.squareRing_nonbonding' depends on axioms: [propext, Classical.choice, Quot.sound]
```
